# A gap keeps every site of an uncoupled chain neutral in a uniform field until the end-to-end potential drop exceeds it

Take two sites at positions 1 and 2, with charges $q_0=-q$ and $q_1=q$. Each site pays $\eta q^2/2$ for being charged, with hardness $\eta>0$, and a further $(G/2)|q|$, with gap $G\ge 0$. A field $F$ contributes $-F$ times position times charge. The total is

$$E(q)=\eta q^2+G|q|-Fq .$$

Near $q=0$ the field can gain at most $|F||q|$, while the gap costs $G|q|$. If $|F|\le G$, no charge moves. If $|F|>G$, the transferred charge has size $(|F|-G)/(2\eta)$ and the sign of $F$.

## Ground-state charges and the neutrality threshold for $M$ sites

Number the sites $i=0,\dots,M-1$, with positions $x_i=i+1$ and offsets from the chain centre $d_i=x_i-(M+1)/2$. The energy is

$$E(q)=\sum_i\left(\tfrac{\eta}{2}q_i^2+\tfrac G2|q_i|-Fx_iq_i\right),\qquad \sum_i q_i=0 .$$

Define soft thresholding by $S_t(x)=\max(x-t,0)-\max(-x-t,0)$ for $t\ge0$. The unique minimiser is

$$q_i^*=\frac{S_{G/2}(Fd_i)}{\eta},\qquad E(q^*)=-\frac{\eta}{2}\sum_i (q_i^*)^2,$$

and every neutral $q$ satisfies

$$E(q)\ \ge\ E(q^*)+\frac{\eta}{2}\sum_i(q_i-q_i^*)^2 .$$

Site $i$ is neutral exactly when $2|F||d_i|\le G$. All sites are neutral together exactly when $|F|(M-1)\le G$.

The term in $G$ puts a kink in the energy at zero charge: its slope jumps by $G$ there, as the energy of an isolated fragment does at an integer electron number. In electronic-structure terms, this is a model of how a derivative discontinuity blocks charge transfer, for sites that interact only through the neutrality constraint.

## Reference charges and error bounds in charge equilibration

A charge-equilibration code with an absolute-value term can be compared with $q^*$ for equal sites at positions $1,\dots,M$, once its intersite Coulomb coupling is switched off. A field with $|F|(M-1)>G$ tests the sign convention of the field and the neutrality constraint. With $G>0$, a weaker non-zero field, for which every charge should vanish, tests the treatment of the kink, where a gradient is undefined.

The quadratic bound also turns an error in the energy into a bound on the errors in the charges. If a neutral iterate lies within $\delta$ of the minimum energy, each of its charges is within $\sqrt{2\delta/\eta}$ of the right value. With $\eta=2$ and $\delta=10^{-8}$ in the code's units, this bound is $10^{-4}$. Here $\delta$ is measured from the minimum itself; a small change in energy between successive iterations does not by itself supply it.

## From one site to the whole chain

**Centring.** Since $x_i=d_i+(M+1)/2$, replacing $x_i$ by $d_i$ changes the energy by $F\frac{M+1}{2}\sum_iq_i$, which is zero for neutral charges.

**One site.** Write $t=G/2$, $u=Fd_i$, $s=q_i^*$ and $r=u-\eta s$, the drive left over after the site has responded. There are three branches:

- If $u\ge t$, then $\eta s=u-t\ge0$, so $r=t$ and $t|s|=rs$.
- If $|u|\le t$, then $s=0$ and $r=u$, so $t|s|=rs=0$.
- If $u\le -t$, then $\eta s=u+t\le0$, so $r=-t$ and $t|s|=-ts=rs$.

In every case $|r|\le t$ and $t|s|=rs$.

**Neutrality.** Reflection sends $i$ to $M-1-i$ and $d_i$ to $-d_i$. Because $S_t$ is odd, every $q_i^*$ changes sign. The sum of the charges therefore equals its own negative, and is zero.

**Energy.** The centred energy of one site at $s$ is

$$\tfrac\eta2s^2+t|s|-us=\tfrac\eta2s^2+(r-u)s=-\tfrac\eta2s^2 .$$

**Stability.** For any charge $q$ on that site, expanding the square gives

$$\left(\tfrac\eta2q^2+t|q|-uq\right)-\left(-\tfrac\eta2s^2+\tfrac\eta2(q-s)^2\right)=t|q|-rq\ \ge\ 0,$$

because $|r|\le t$. Summing over sites gives the quadratic bound. It makes $q^*$ a minimiser, and any other minimiser would have $\sum_i(q_i-q_i^*)^2=0$.

**Thresholds.** $S_t(u)=0$ exactly when $|u|\le t$, which gives the condition for one site. For $M\ge1$ the largest $|d_i|$ is $(M-1)/2$, reached at $i=0$, which gives the condition for the chain. For $M=0$ there are no charges and the inequality holds trivially.

## The Lean file

```lean
import Mathlib

open Finset

namespace GappedChainInField

noncomputable section

/-- Position of a site on the chain; the sites sit at 1, 2, ..., M. -/
def position {M : ℕ} (i : Fin M) : ℝ := ((i : ℕ) : ℝ) + 1

/-- Position of a site measured from the centre (M + 1)/2 of the chain. -/
def offset {M : ℕ} (i : Fin M) : ℝ := position i - ((M : ℝ) + 1) / 2

/-- Energy of the charges `q` on a chain with hardness `η`, gap `G` and field `F`. -/
def energy {M : ℕ} (η G F : ℝ) (q : Fin M → ℝ) : ℝ :=
  ∑ i, (η / 2 * q i ^ 2 + G / 2 * |q i| - F * position i * q i)

/-- A ground state is a neutral set of charges whose energy is no higher than that of any
other neutral set. -/
def IsGroundState {M : ℕ} (η G F : ℝ) (q : Fin M → ℝ) : Prop :=
  ∑ i, q i = 0 ∧ ∀ p : Fin M → ℝ, ∑ i, p i = 0 → energy η G F q ≤ energy η G F p

/-- Soft thresholding, for `t ≥ 0`: a drive `x` is reduced in size by `t`, and gives zero if its
size is at most `t`. -/
def soft (t x : ℝ) : ℝ := max (x - t) 0 - max (-x - t) 0

/-- The charge that the field drives onto site `i`, for `η > 0` and `G ≥ 0`: the drive
`F * offset i`, soft-thresholded at half the gap and divided by the hardness. -/
def inducedCharge {M : ℕ} (η G F : ℝ) (i : Fin M) : ℝ :=
  soft (G / 2) (F * offset i) / η

/-- For a threshold `t ≥ 0` the response has three branches: positive drive beyond the
threshold, drive within the threshold, and negative drive beyond it. -/
theorem soft_cases {t : ℝ} (ht : 0 ≤ t) (x : ℝ) :
    (t ≤ x ∧ soft t x = x - t) ∨ (|x| ≤ t ∧ soft t x = 0) ∨
      (x ≤ -t ∧ soft t x = x + t) := by
  rcases le_total t x with h | h
  · left
    refine ⟨h, ?_⟩
    rw [soft, max_eq_left (by linarith : (0 : ℝ) ≤ x - t),
      max_eq_right (by linarith : -x - t ≤ (0 : ℝ))]
    ring
  · rcases le_total x (-t) with k | k
    · right; right
      refine ⟨k, ?_⟩
      rw [soft, max_eq_right (by linarith : x - t ≤ (0 : ℝ)),
        max_eq_left (by linarith : (0 : ℝ) ≤ -x - t)]
      ring
    · right; left
      refine ⟨abs_le.mpr ⟨k, h⟩, ?_⟩
      rw [soft, max_eq_right (by linarith : x - t ≤ (0 : ℝ)),
        max_eq_right (by linarith : -x - t ≤ (0 : ℝ))]
      ring

/-- Stationarity of one site with `η > 0` and `t ≥ 0`: at the charge `s` with `η s = soft t x`, the
residual drive `x - η s` is at most `t` in size, and its product with `s` equals the gap cost
`t |s|`. -/
theorem site_stationary {η t x s : ℝ} (hη : 0 < η) (ht : 0 ≤ t) (hs : η * s = soft t x) :
    |x - η * s| ≤ t ∧ t * |s| = (x - η * s) * s := by
  rcases soft_cases ht x with ⟨h, e⟩ | ⟨h, e⟩ | ⟨h, e⟩
  · have hs0 : 0 ≤ s := by
      by_contra hn
      have := mul_neg_of_pos_of_neg hη (not_le.mp hn)
      linarith
    have hr : x - η * s = t := by linarith
    rw [hr, abs_of_nonneg ht, abs_of_nonneg hs0]
    exact ⟨le_refl t, rfl⟩
  · have hs0 : s = 0 := (mul_eq_zero.mp (hs.trans e)).resolve_left hη.ne'
    subst hs0
    simpa using h
  · have hs0 : s ≤ 0 := by
      by_contra hn
      have := mul_pos hη (not_le.mp hn)
      linarith
    have hr : x - η * s = -t := by linarith
    rw [hr, abs_neg, abs_of_nonneg ht, abs_of_nonpos hs0]
    exact ⟨le_refl t, by ring⟩

/-- The induced charges add up to zero. -/
theorem inducedCharge_neutral {M : ℕ} (η G F : ℝ) :
    ∑ i : Fin M, inducedCharge η G F i = 0 := by
  -- reflection of the chain reverses every charge
  have hodd : ∀ i : Fin M, inducedCharge η G F (Fin.rev i) = -inducedCharge η G F i := by
    intro i
    have h : (Fin.rev i : ℕ) + ((i : ℕ) + 1) = M := by
      have := i.isLt
      rw [Fin.val_rev]
      omega
    have h' : ((Fin.rev i : ℕ) : ℝ) + (((i : ℕ) : ℝ) + 1) = (M : ℝ) := by exact_mod_cast h
    have ho : offset (Fin.rev i) = -offset i := by
      unfold offset position
      linarith
    unfold inducedCharge soft
    rw [ho, mul_neg, neg_neg]
    ring
  have h := Equiv.sum_comp Fin.revPerm (fun i : Fin M => inducedCharge η G F i)
  simp only [Fin.revPerm_apply, hodd, Finset.sum_neg_distrib] at h
  linarith

/-- For neutral charges the positions in the energy may be measured from the chain centre. -/
theorem energy_of_neutral {M : ℕ} (η G F : ℝ) {q : Fin M → ℝ} (hq : ∑ i, q i = 0) :
    energy η G F q = ∑ i, (η / 2 * q i ^ 2 + G / 2 * |q i| - F * offset i * q i) := by
  have h0 : ∑ i, F * (((M : ℝ) + 1) / 2) * q i = 0 := by
    rw [← Finset.mul_sum, hq, mul_zero]
  have h : energy η G F q = ∑ i, (η / 2 * q i ^ 2 + G / 2 * |q i| - F * offset i * q i)
      - ∑ i, F * (((M : ℝ) + 1) / 2) * q i := by
    rw [energy, ← Finset.sum_sub_distrib]
    refine Finset.sum_congr rfl fun i _ => ?_
    unfold offset
    ring
  rw [h, h0, sub_zero]

/-- For `η > 0` and `G ≥ 0` the energy of the induced charges is minus half the hardness times
the sum of their squares. -/
theorem energy_inducedCharge {M : ℕ} {η G : ℝ} (hη : 0 < η) (hG : 0 ≤ G) (F : ℝ) :
    energy η G F (inducedCharge (M := M) η G F) =
      -(η / 2 * ∑ i : Fin M, inducedCharge η G F i ^ 2) := by
  rw [energy_of_neutral η G F (inducedCharge_neutral η G F), Finset.mul_sum,
    ← Finset.sum_neg_distrib]
  refine Finset.sum_congr rfl fun i _ => ?_
  have hs : η * inducedCharge η G F i = soft (G / 2) (F * offset i) :=
    mul_div_cancel₀ _ hη.ne'
  have h := (site_stationary hη (by linarith) hs).2
  linear_combination h

/-- For `η > 0` and `G ≥ 0`, neutral charges `q` lie above the induced charges in energy by at
least half the hardness times the squared distance between the two. -/
theorem energy_stability {M : ℕ} {η G : ℝ} (hη : 0 < η) (hG : 0 ≤ G) (F : ℝ)
    {q : Fin M → ℝ} (hq : ∑ i, q i = 0) :
    energy η G F (inducedCharge (M := M) η G F)
      + η / 2 * ∑ i, (q i - inducedCharge η G F i) ^ 2 ≤ energy η G F q := by
  rw [energy_inducedCharge hη hG, energy_of_neutral η G F hq, Finset.mul_sum, Finset.mul_sum,
    ← Finset.sum_neg_distrib, ← Finset.sum_add_distrib]
  refine Finset.sum_le_sum fun i _ => ?_
  have hs : η * inducedCharge η G F i = soft (G / 2) (F * offset i) :=
    mul_div_cancel₀ _ hη.ne'
  -- the residual drive cannot overcome the gap cost
  have h1 := mul_le_mul_of_nonneg_right (site_stationary hη (by linarith) hs).1
    (abs_nonneg (q i))
  have h2 := le_abs_self ((F * offset i - η * inducedCharge η G F i) * q i)
  rw [abs_mul] at h2
  nlinarith [h1, h2]

/-- For `η > 0` and `G ≥ 0` the induced charges are the one and only ground state of the
neutral chain in the field. -/
theorem isGroundState_iff {M : ℕ} {η G : ℝ} (hη : 0 < η) (hG : 0 ≤ G) (F : ℝ)
    (q : Fin M → ℝ) : IsGroundState η G F q ↔ q = inducedCharge η G F := by
  constructor
  · rintro ⟨hq, hmin⟩
    have h1 := energy_stability hη hG F hq
    have h2 := hmin _ (inducedCharge_neutral η G F)
    have hsum : ∑ i, (q i - inducedCharge η G F i) ^ 2 = 0 := by
      refine le_antisymm ?_ (Finset.sum_nonneg fun i _ => sq_nonneg _)
      by_contra hn
      have := mul_pos (half_pos hη) (not_le.mp hn)
      linarith
    funext i
    have hi := (Finset.sum_eq_zero_iff_of_nonneg (fun i _ => sq_nonneg _)).mp hsum i
      (Finset.mem_univ i)
    exact sub_eq_zero.mp ((pow_eq_zero_iff two_ne_zero).mp hi)
  · rintro rfl
    refine ⟨inducedCharge_neutral η G F, fun p hp => ?_⟩
    have h1 := energy_stability hη hG F hp
    have h2 : 0 ≤ η / 2 * ∑ i, (p i - inducedCharge η G F i) ^ 2 :=
      mul_nonneg (half_pos hη).le (Finset.sum_nonneg fun i _ => sq_nonneg _)
    linarith

/-- For `η > 0` and `G ≥ 0` a site carries no induced charge exactly when twice the potential
difference between it and the chain centre is at most the gap in size. -/
theorem inducedCharge_eq_zero_iff {M : ℕ} {η G : ℝ} (hη : 0 < η) (hG : 0 ≤ G) (F : ℝ)
    (i : Fin M) : inducedCharge η G F i = 0 ↔ 2 * |F| * |offset i| ≤ G := by
  have hsoft : soft (G / 2) (F * offset i) = 0 ↔ |F * offset i| ≤ G / 2 := by
    rcases soft_cases (by linarith : 0 ≤ G / 2) (F * offset i) with
      ⟨h, e⟩ | ⟨h, e⟩ | ⟨h, e⟩
    · rw [e, abs_le]
      exact ⟨fun k => ⟨by linarith, by linarith⟩, fun k => by linarith [k.2]⟩
    · exact ⟨fun _ => h, fun _ => e⟩
    · rw [e, abs_le]
      exact ⟨fun k => ⟨by linarith, by linarith⟩, fun k => by linarith [k.1]⟩
  rw [inducedCharge, div_eq_zero_iff, or_iff_left hη.ne', hsoft, abs_mul]
  constructor <;> intro h <;> linarith

/-- For `η > 0` and `G ≥ 0` the uncharged chain is a ground state exactly when the potential
drop `|F| (M - 1)` between its ends does not exceed the gap. -/
theorem uncharged_isGroundState_iff {M : ℕ} {η G : ℝ} (hη : 0 < η) (hG : 0 ≤ G) (F : ℝ) :
    IsGroundState η G F (0 : Fin M → ℝ) ↔ |F| * ((M : ℝ) - 1) ≤ G := by
  rw [isGroundState_iff hη hG]
  constructor
  · intro h
    rcases M with _ | n
    · have := abs_nonneg F
      rw [Nat.cast_zero]
      linarith
    · -- no site is further from the centre than the first
      have h0 := (inducedCharge_eq_zero_iff hη hG F (0 : Fin (n + 1))).mp (congrFun h 0).symm
      have ho : offset (0 : Fin (n + 1)) = -((n : ℝ) / 2) := by
        simp only [offset, position, Fin.val_zero, Nat.cast_zero, Nat.cast_add, Nat.cast_one]
        ring
      rw [ho, abs_neg, abs_of_nonneg (by positivity : (0 : ℝ) ≤ (n : ℝ) / 2)] at h0
      push_cast
      linarith
  · intro h
    funext i
    refine ((inducedCharge_eq_zero_iff hη hG F i).mpr ?_).symm
    have h1 : ((i : ℕ) : ℝ) + 1 ≤ (M : ℝ) := by exact_mod_cast i.isLt
    have h2 : (0 : ℝ) ≤ ((i : ℕ) : ℝ) := Nat.cast_nonneg _
    have h3 : |offset i| ≤ ((M : ℝ) - 1) / 2 := by
      unfold offset position
      exact abs_le.mpr ⟨by linarith, by linarith⟩
    have h4 := mul_le_mul_of_nonneg_left h3 (abs_nonneg F)
    linarith

end

end GappedChainInField
```

```lean
#print axioms GappedChainInField.uncharged_isGroundState_iff
-- 'GappedChainInField.uncharged_isGroundState_iff' depends on axioms: [propext, Classical.choice, Quot.sound]
```

## How the definitions and lemmas match the physics

A charge distribution is a function `q : Fin M → ℝ`. `position` and `offset` are $x_i$ and $d_i$, `soft` is $S_t$, and `inducedCharge` is $q^*$. `IsGroundState` says that `q` is neutral and that no neutral set of charges has lower energy. The hypotheses `0 < η` and `0 ≤ G` stand for a positive hardness and a non-negative gap; `F` is any real number.

`soft_cases` supplies the three branches, and `site_stationary` derives $|r|\le t$ and $t|s|=rs$ from them. `inducedCharge_neutral` uses the reflection `Fin.rev`, and `energy_of_neutral` does the centring. In `energy_inducedCharge`, `linear_combination` inserts $t|s|=rs$ site by site. In `energy_stability`, `Finset.sum_le_sum` reduces the bound to one site and `nlinarith` combines $|r||q|\le t|q|$ with $rq\le|rq|$.

`isGroundState_iff` gives existence and uniqueness together: being a ground state is equivalent to being equal to `inducedCharge`. `inducedCharge_eq_zero_iff` is the condition for one site. `uncharged_isGroundState_iff` gets the chain threshold by evaluating that condition at site 0 in one direction and bounding every offset in the other.

## Guaranteed for equal, uncoupled sites with real charges

The theorems hold for every finite $M$ and give the global minimum over all neutral real charges. They assume equal hardness and gap on every site, unit spacing and a uniform field, with no Coulomb interaction between sites. Charges are continuous and unbounded, not restricted to integers, and the energy of a site has no kink at any integer charge other than zero. The gap is a parameter of the model and is not derived from a density functional.

The reflection symmetry of the chain matters to an implementation: it fixes the reference potential at the chain centre. Without such a symmetry, the reference potential is a Lagrange multiplier to be solved for from the condition that the charges sum to zero. The stability bound applies to exactly neutral charges, so an iterate with a residual total charge should be projected onto neutrality first.
